# The mean over an angular period is linear on continuous complex functions

The lemma concerns complex-valued functions of a real angle, and their mean over one period: the integral from 0 to 2π, divided by 2π. It states that for continuous f and g and complex constants a and b, the mean of af + bg is a times the mean of f plus b times the mean of g. The functions need not be periodic or normalised. The attempt unfolds the mean, splits the integral of the sum, takes the constants outside, and leaves the remaining algebra to `ring`.

An attempt in Lean 4 with a fault in it:

```lean
import Mathlib

open Complex Matrix

namespace PlanarRotorField

noncomputable section

/-- The mean of a function of the angle over the period `[0, 2π]`. -/
def periodMean (g : ℝ → ℂ) : ℂ :=
  (∫ x in (0 : ℝ)..(2 * Real.pi), g x) / (2 * (Real.pi : ℂ))

/-- The period mean is linear on continuous functions. -/
theorem periodMean_linear (a b : ℂ) {f g : ℝ → ℂ} (hf : Continuous f)
    (hg : Continuous g) :
    periodMean (fun x => a * f x + b * g x) = a * periodMean f + b * periodMean g := by
  simp only [periodMean]
  rw [intervalIntegral.integral_add
      ((continuous_const.mul hf).intervalIntegrable _ _)
      ((continuous_const.mul hg).intervalIntegrable _ _),
    intervalIntegral.integral_const_mul, intervalIntegral.integral_const_mul]
  ring

end

end PlanarRotorField
```

Lean reports:

```
Main.lean:18:6: error: Tactic `rewrite` failed: Did not find an occurrence of the pattern
  ∫ (x : ℝ) in ?m.83..?m.84, ((fun x => ?m.49) * f) x + ((fun x => ?m.69) * g) x ∂?m.80
in the target expression
  (∫ (x : ℝ) in 0..2 * Real.pi, a * f x + b * g x) / (2 * ↑Real.pi) =
    a * ((∫ (x : ℝ) in 0..2 * Real.pi, f x) / (2 * ↑Real.pi)) +
      b * ((∫ (x : ℝ) in 0..2 * Real.pi, g x) / (2 * ↑Real.pi))

a b : ℂ
f g : ℝ → ℂ
hf : Continuous f
hg : Continuous g
⊢ (∫ (x : ℝ) in 0..2 * Real.pi, a * f x + b * g x) / (2 * ↑Real.pi) =
    a * ((∫ (x : ℝ) in 0..2 * Real.pi, f x) / (2 * ↑Real.pi)) +
      b * ((∫ (x : ℝ) in 0..2 * Real.pi, g x) / (2 * ↑Real.pi))
```

Lean accepts the file once it reads:

```diff
@@ -16,7 +16,9 @@
     periodMean (fun x => a * f x + b * g x) = a * periodMean f + b * periodMean g := by
   simp only [periodMean]
-  rw [intervalIntegral.integral_add
-      ((continuous_const.mul hf).intervalIntegrable _ _)
-      ((continuous_const.mul hg).intervalIntegrable _ _),
+  have h1 : IntervalIntegrable (fun x => a * f x) MeasureTheory.volume 0
+      (2 * Real.pi) := (continuous_const.mul hf).intervalIntegrable _ _
+  have h2 : IntervalIntegrable (fun x => b * g x) MeasureTheory.volume 0
+      (2 * Real.pi) := (continuous_const.mul hg).intervalIntegrable _ _
+  rw [intervalIntegral.integral_add h1 h2,
     intervalIntegral.integral_const_mul, intervalIntegral.integral_const_mul]
   ring
```

Diagnosis. The error says that `rw` could not find the left side of `intervalIntegral.integral_add` in the goal. That lemma takes its two integrands from the integrability proofs it is given. Here those proofs come from `continuous_const.mul hf` and `continuous_const.mul hg`, which speak of a product of functions, so the pattern contains `((fun x => ?m.49) * f) x`. The goal has `a * f x`, a product of values. The two agree by definition once the product of functions is unfolded, but `rw` does not do that unfolding when it looks for its pattern.

The repair states the integrability facts first, as `h1` and `h2`, with the integrands written as `fun x => a * f x` and `fun x => b * g x`. Lean accepts the same proofs for these types, since checking a proof against a stated type does allow the unfolding, and this also settles the unknown constants as `a` and `b`. With `h1` and `h2` supplied, the pattern has the form found in the goal, and the rewrite succeeds.
